# Selected phases have affinely independent compositions exactly when no nonzero exchange among them conserves the total amount and every composition component

Take finitely many phases, each with a composition given by a vector of `n` real numbers, and select some of them by a condition `p`. The theorem `affineIndependent_iff_exchange` says that the selected compositions are affinely independent exactly when the only exchange `d` that vanishes outside the selection and satisfies `∑ i, d i = 0` and `∑ i, d i • x i = 0` is zero. The entries of `d` may have either sign, and the composition vectors need be neither normalised nor non-negative. The proof starts from the criterion for affine independence of a finite family, which is stated with `weightedVSub`, and tries to turn that expression into an ordinary weighted sum. It passes between selected phases and all phases by restricting `d` in one direction and extending weights by zero in the other.

The first attempt, which Lean rejects:

```lean
import Mathlib

open Matrix

namespace AffineIndependentIffExchange

noncomputable section

variable {ι : Type*} [Fintype ι] {n : ℕ} {x : ι → Fin n → ℝ} {E : ι → ℝ}
  {X : Fin n → ℝ} {w : ι → ℝ}

/-- A sum over selected phases equals the sum over all phases if the other terms vanish. -/
theorem sum_selected {M : Type*} [AddCommMonoid M] (p : ι → Prop) [DecidablePred p]
    (f : ι → M) (hf : ∀ i, ¬ p i → f i = 0) : ∑ i : {i // p i}, f i = ∑ i, f i := by
  rw [← Finset.sum_subtype (Finset.univ.filter p) (by simp) f]
  exact Finset.sum_filter_of_ne fun i _ h => by_contra fun hp => h (hf i hp)

/-- Selected phases have affinely independent compositions exactly when no nonzero exchange of
material among them conserves both total amount and composition. -/
theorem affineIndependent_iff_exchange (x : ι → Fin n → ℝ) (p : ι → Prop) :
    AffineIndependent ℝ (fun i : {i // p i} => x i) ↔
      ∀ d : ι → ℝ, (∀ i, ¬ p i → d i = 0) → ∑ i, d i = 0 → ∑ i, d i • x i = 0 → d = 0 := by
  classical
  rw [affineIndependent_iff_of_fintype]
  constructor
  · intro h d hd h0 h1
    rw [← sum_selected p d hd] at h0
    rw [← sum_selected p (fun i => d i • x i) fun i hi => by rw [hd i hi, zero_smul]] at h1
    funext i
    by_cases hi : p i
    · exact h (fun j => d j) h0
        (by rw [Finset.weightedVSub_eq_linear_combination h0]; exact h1) ⟨i, hi⟩
    · exact hd i hi
  · intro h v h0 h1 j
    rw [Finset.weightedVSub_eq_linear_combination h0] at h1
    obtain ⟨d, hd, hd0⟩ : ∃ d : ι → ℝ, (∀ j : {i // p i}, d j = v j) ∧ ∀ i, ¬ p i → d i = 0 :=
      ⟨fun i => if h : p i then v ⟨i, h⟩ else 0, fun j => dif_pos j.2, fun i hi => dif_neg hi⟩
    have h2 := h d hd0
      (by rw [← sum_selected p d hd0]; simp only [hd]; exact h0)
      (by
        rw [← sum_selected p (fun i => d i • x i) fun i hi => by rw [hd0 i hi, zero_smul]]
        simp only [hd]
        exact h1)
    rw [← hd j, h2]
    rfl

end

end AffineIndependentIffExchange
```

The compiler's answer:

```
Main.lean:32:58: error: Application type mismatch: The argument
  h0
has type
  ∑ i, d ↑i = 0
of sort `Prop` but is expected to have type
  Finset ?m.129
of sort `Type ?u.95` in the application
  @Finset.weightedVSub_eq_linear_combination ?m.124 ?m.125 ?m.126 ?m.127 ?m.128 ?m.129 h0
Main.lean:32:9: error: unsolved goals
ι : Type u_1
inst✝ : Fintype ι
n : ℕ
x : ι → Fin n → ℝ
p : ι → Prop
h :
  ∀ (w : { i // p i } → ℝ),
    ∑ i, w i = 0 → (Finset.univ.weightedVSub fun i => x ↑i) w = 0 → ∀ (i : { i // p i }), w i = 0
d : ι → ℝ
hd : ∀ (i : ι), ¬p i → d i = 0
h0 : ∑ i, d ↑i = 0
h1 : ∑ i, d ↑i • x ↑i = 0
i : ι
hi : p i
⊢ ((Finset.univ.weightedVSub fun i => x ↑i) fun j => d ↑j) = 0
Main.lean:35:50: error: Application type mismatch: The argument
  h0
has type
  ∑ i, v i = 0
of sort `Prop` but is expected to have type
  Finset ?m.147
of sort `Type ?u.98` in the application
  @Finset.weightedVSub_eq_linear_combination ?m.142 ?m.143 ?m.144 ?m.145 ?m.146 ?m.147 h0
```

Cause. Both type mismatches have the same cause. The first explicit argument of `Finset.weightedVSub_eq_linear_combination` is the finite set summed over, but the proof supplies `h0`, the proof that the weights sum to zero. The "unsolved goals" message follows from the first mismatch: the rewrite did not happen, so the `weightedVSub` equation was left unproved.

The repair gives the lemma no arguments. In the first direction, `rw` finds the set by matching the goal and leaves the zero-sum condition as a further goal; `exacts [h1, h0]` proves the rewritten equation and then that condition.

In the other direction, the new code states the desired weighted-sum equation and uses `Eq.trans` with the old `h1`, so that it remains to show that the weighted sum equals the `weightedVSub` expression. The rewrite makes the two sides agree, and `h0` settles the zero-sum condition. `replace` then puts the new equation in place of the old `h1`, ready for the rest of the proof.

Fix (accepted with no message):

```diff
@@ -30,8 +30,11 @@
     by_cases hi : p i
     · exact h (fun j => d j) h0
-        (by rw [Finset.weightedVSub_eq_linear_combination h0]; exact h1) ⟨i, hi⟩
+        (by rw [Finset.weightedVSub_eq_linear_combination]; exacts [h1, h0]) ⟨i, hi⟩
     · exact hd i hi
   · intro h v h0 h1 j
-    rw [Finset.weightedVSub_eq_linear_combination h0] at h1
+    replace h1 : ∑ i : {i // p i}, v i • x i = 0 := by
+      refine Eq.trans ?_ h1
+      rw [Finset.weightedVSub_eq_linear_combination]
+      exact h0
     obtain ⟨d, hd, hd0⟩ : ∃ d : ι → ℝ, (∀ j : {i // p i}, d j = v j) ∧ ∀ i, ¬ p i → d i = 0 :=
       ⟨fun i => if h : p i then v ⟨i, h⟩ else 0, fun j => dif_pos j.2, fun i hi => dif_neg hi⟩
```
